# An n by n complex matrix is nilpotent exactly when the traces of its first n powers vanish

The theorem `isNilpotent_iff_trace_pow` concerns an operator on a finite-dimensional complex state space, given as an n by n matrix T that need not be Hermitian or diagonalisable. It states that some power of T is zero if and only if the traces of T, T², ..., Tⁿ all vanish. In the forward direction, the proof uses the fact that every positive power of a nilpotent matrix is nilpotent and so has trace zero. For the converse it splits the characteristic polynomial into `X ^ m * q`, with `q` not divisible by `X`, and builds from T a possibly oblique projector onto the part with nonzero eigenvalues. The trace conditions make this projector traceless, hence zero, and a closing calculation with the Cayley-Hamilton theorem is meant to give `T ^ (m + 1) = 0`.

This version doesn't compile in Lean 4 with Mathlib:

```lean
import Mathlib

open Polynomial

namespace IsNilpotentIffTracePow

variable {n : Type*} [Fintype n] [DecidableEq n]

/-- If the traces of the first `n` powers of a complex `n` by `n` matrix vanish, then the traces of
all its positive powers vanish. -/
theorem trace_pow_eq_zero (T : Matrix n n ℂ)
    (h : ∀ k, 1 ≤ k → k ≤ Fintype.card n → (T ^ k).trace = 0) (k : ℕ) (hk : 1 ≤ k) :
    (T ^ k).trace = 0 := by
  induction k using Nat.strong_induction_on with
  | _ k ih =>
    by_cases hkn : k ≤ Fintype.card n
    · exact h k hk hkn
    · obtain ⟨j, rfl⟩ := Nat.exists_eq_add_of_le (le_of_not_ge hkn)
      -- Cayley-Hamilton expresses the highest power through lower ones
      have hCH := Matrix.aeval_self_charpoly T
      rw [Polynomial.aeval_eq_sum_range, Finset.sum_range_succ,
        T.charpoly_monic.coeff_natDegree, one_smul, T.charpoly_natDegree_eq_dim] at hCH
      have h2 := congrArg (fun M : Matrix n n ℂ => (M * T ^ j).trace) hCH
      simp only [add_mul, Finset.sum_mul, smul_mul_assoc, ← pow_add, Matrix.trace_add,
        Matrix.trace_sum, Matrix.trace_smul, zero_mul, Matrix.trace_zero] at h2
      have hs : ∑ i ∈ Finset.range (Fintype.card n),
          T.charpoly.coeff i • (T ^ (i + j)).trace = 0 := by
        refine Finset.sum_eq_zero fun i hi => ?_
        have hi' := Finset.mem_range.mp hi
        rw [ih (i + j) (by omega) (by omega), smul_zero]
      rw [hs, zero_add] at h2
      exact h2

/-- If the traces of the first `n` powers of a complex `n` by `n` matrix `T` vanish, then every
polynomial in `T` without constant term has trace zero. -/
theorem trace_aeval_eq_zero (T : Matrix n n ℂ)
    (h : ∀ k, 1 ≤ k → k ≤ Fintype.card n → (T ^ k).trace = 0) (p : ℂ[X]) :
    (aeval T (X * p)).trace = 0 := by
  rw [map_mul, aeval_X, Polynomial.aeval_eq_sum_range, Finset.mul_sum, Matrix.trace_sum]
  refine Finset.sum_eq_zero fun i _ => ?_
  rw [mul_smul_comm, ← pow_succ', Matrix.trace_smul,
    trace_pow_eq_zero T h (i + 1) (by omega), smul_zero]

/-- An idempotent complex matrix, that is a possibly oblique projector, with trace zero
is the zero matrix. -/
theorem projector_eq_zero (P : Matrix n n ℂ) (hP : P * P = P) (h0 : P.trace = 0) :
    P = 0 := by
  have hproj : LinearMap.IsProj (LinearMap.range (Matrix.toLin' P)) (Matrix.toLin' P) := by
    refine ⟨fun x => LinearMap.mem_range_self _ x, ?_⟩
    rintro _ ⟨y, rfl⟩
    simp only [Matrix.toLin'_apply, Matrix.mulVec_mulVec, hP]
  -- the trace of a projector is the dimension of its range
  have ht := hproj.trace
  rw [LinearMap.trace_eq_matrix_trace ℂ (Pi.basisFun ℂ n), LinearMap.toMatrix_eq_toMatrix',
    LinearMap.toMatrix'_toLin', h0] at ht
  have hr : Module.finrank ℂ (LinearMap.range (Matrix.toLin' P)) = 0 := by
    exact_mod_cast ht.symm
  have hz : Matrix.toLin' P = 0 := LinearMap.range_eq_bot.mp (Submodule.finrank_eq_zero.mp hr)
  exact Matrix.toLin'.injective (hz.trans (map_zero _).symm)

/-- A complex `n` by `n` matrix `T` is nilpotent if and only if the traces of
`T, T², ..., Tⁿ` all vanish. -/
theorem isNilpotent_iff_trace_pow (T : Matrix n n ℂ) :
    IsNilpotent T ↔ ∀ k, 1 ≤ k → k ≤ Fintype.card n → (T ^ k).trace = 0 := by
  constructor
  · rintro ⟨m, hm⟩ k hk _
    have hnil : IsNilpotent (T ^ k) :=
      ⟨m, by rw [← pow_mul, mul_comm, pow_mul, hm, zero_pow (by omega)]⟩
    exact (Matrix.isNilpotent_trace_of_isNilpotent hnil).eq_zero
  · intro h
    -- split off the zero eigenvalue from the characteristic polynomial
    obtain ⟨q, hq, hdvd⟩ := Polynomial.exists_eq_pow_rootMultiplicity_mul_and_not_dvd
      T.charpoly T.charpoly_monic.ne_zero 0
    generalize T.charpoly.rootMultiplicity 0 = m at hq
    rw [C_0, sub_zero] at hq hdvd
    have hcop : IsCoprime (X ^ (m + 1)) q :=
      (Polynomial.irreducible_X.coprime_iff_not_dvd.mpr hdvd).pow_left
    obtain ⟨a, b, hab⟩ := hcop
    have hCH : aeval T (X ^ m * q) = 0 := by
      rw [← hq]
      exact Matrix.aeval_self_charpoly T
    have hsum : aeval T (a * X ^ (m + 1)) + aeval T (b * q) = 1 := by
      rw [← map_add, hab, map_one]
    have hPQ : aeval T (a * X ^ (m + 1)) * aeval T (b * q) = 0 := by
      rw [← map_mul, show a * X ^ (m + 1) * (b * q) = a * b * X * (X ^ m * q) by ring,
        map_mul, hCH, mul_zero]
    -- the projector onto the nonzero eigenvalues is traceless, hence zero
    have hP : aeval T (a * X ^ (m + 1)) = 0 := by
      apply projector_eq_zero
      · have h1 := congrArg (fun M => aeval T (a * X ^ (m + 1)) * M) hsum
        simp only [mul_add, hPQ, add_zero, mul_one] at h1
        exact h1
      · rw [show a * X ^ (m + 1) = X * (a * X ^ m) by ring]
        exact trace_aeval_eq_zero T h _
    rw [hP, zero_add] at hsum
    refine ⟨m + 1, ?_⟩
    calc T ^ (m + 1) = aeval T (X ^ (m + 1) : ℂ[X]) * aeval T (b * q) := by
          rw [hsum, mul_one, map_pow, aeval_X]
      _ = aeval T (b * X * (X ^ m * q)) := by
          rw [← map_mul]
          congr 1
          ring
      _ = 0 := by rw [map_mul, hCH, mul_zero]

end IsNilpotentIffTracePow
```

The error:

```
Main.lean:101:10: error: (deterministic) timeout at `isDefEq`, maximum number of heartbeats (200000) has been reached

Note: Use `set_option maxHeartbeats <num>` to set the limit.

Hint: Additional diagnostic information may be available using the `set_option diagnostics true` command.
Main.lean:103:15: error: (deterministic) timeout at `«synthesize pending MVars»`, maximum number of heartbeats (200000) has been reached

Note: Use `set_option maxHeartbeats <num>` to set the limit.

Hint: Additional diagnostic information may be available using the `set_option diagnostics true` command.
```

What went wrong. The first message is a timeout at `congr 1`. After `rw [← map_mul]` the goal equates `aeval T` of two polynomials, `X ^ (m + 1) * (b * q)` and `b * X * (X ^ m * q)`. `congr 1` was meant to reduce this to the equality of the polynomials and leave that to `ring`. But `congr 1` also tries to close the goals it leaves, by reflexivity or from a hypothesis, and for this it lets Lean unfold ordinary definitions. The two polynomials are equal by the laws of commutative algebra, which unfolding does not supply. The attempt ran out of heartbeats in `isDefEq`, the check whether two expressions agree by definition, before `ring` was reached.

The second timeout is reported at the `by` of the next step, which the repair leaves unchanged. The heartbeat limit covers the whole declaration, so this step failed because the budget was already spent.

The repair states the polynomial identity explicitly, proves it with `ring`, and rewrites the left side with it. Both sides are then written identically and `rw` closes the goal by reflexivity. With `congr 1` gone, Lean no longer tries to prove the identity by unfolding, and the last step has heartbeats left to run.

The repair, with which the file compiles:

```diff
@@ -98,7 +98,6 @@
           rw [hsum, mul_one, map_pow, aeval_X]
       _ = aeval T (b * X * (X ^ m * q)) := by
-          rw [← map_mul]
-          congr 1
-          ring
+          rw [← map_mul,
+            show X ^ (m + 1) * (b * q) = b * X * (X ^ m * q) by ring]
       _ = 0 := by rw [map_mul, hCH, mul_zero]
 
```
